# Bounds on the two-layer MOS scale length, and why EOT does not bound it

**Q.** To estimate short-channel behaviour I root-find the first positive zero $k_1$ of a transcendental function $F(k)$ and report $\lambda=\pi/k_1$. That needs a bracket and a first zero that exists. Why should your $F$ be my physics?

**A.** Put oxide (permittivity $\varepsilon_{ox}$) on $-t_{ox}\le x\le 0$ and silicon ($\varepsilon_{si}$) on $0\le x\le t_{si}$, with $y$ along the channel. A separated solution $X(x)e^{-ky}$ of Laplace's equation has $X''=-k^2X$. Both outer faces, the gate and a back electrode, are held at fixed potential, so a perturbation of the potential has $X=0$ there. This gives $A\sin k(x+t_{ox})$ and $B\sin k(t_{si}-x)$, with amplitudes $A,B$. Write $a=kt_{ox}$, $b=kt_{si}$. Continuity of $X$ and $\varepsilon X'$ at $x=0$ reads
$$A\sin a-B\sin b=0,\qquad k\varepsilon_{ox}A\cos a+k\varepsilon_{si}B\cos b=0,$$
with determinant $kF(k)$, where $F=\varepsilon_{si}\sin a\cos b+\varepsilon_{ox}\cos a\sin b$. Lean takes the two profiles as definitions; Laplace's equation and $y$ never appear. In this classical two-layer model, without mobile charge or quantum confinement, $\lambda/\pi$ is the longest lateral decay length of a potential perturbation, against which a simulated channel length is compared.

```lean
import Mathlib

open Real Filter

namespace MOSScaleLength

noncomputable section

/-- Transverse potential profile `A sin (k (x + tox))` in the oxide `-tox ≤ x ≤ 0`. -/
def oxideMode (tox k A x : ℝ) : ℝ := A * sin (k * (x + tox))

/-- Transverse potential profile `B sin (k (tsi - x))` in the silicon `0 ≤ x ≤ tsi`. -/
def siliconMode (tsi k B x : ℝ) : ℝ := B * sin (k * (tsi - x))

/-- The two-layer mode function
`F(k) = εsi sin (k tox) cos (k tsi) + εox cos (k tox) sin (k tsi)`. -/
def modeFunction (εox εsi tox tsi k : ℝ) : ℝ :=
  εsi * sin (k * tox) * cos (k * tsi) + εox * cos (k * tox) * sin (k * tsi)

/-- The set of positive wavenumbers at which the mode function vanishes. -/
def positiveRoots (εox εsi tox tsi : ℝ) : Set ℝ :=
  {k | 0 < k ∧ modeFunction εox εsi tox tsi k = 0}

/-- The fundamental wavenumber `k₁`, the infimum of the positive roots of the mode function. -/
def fundamentalWavenumber (εox εsi tox tsi : ℝ) : ℝ := sInf (positiveRoots εox εsi tox tsi)

/-- The scale length `π / k₁` of the oxide-silicon stack. -/
def scaleLength (εox εsi tox tsi : ℝ) : ℝ := π / fundamentalWavenumber εox εsi tox tsi

/-- The equivalent oxide thickness `εref * tox / εox` for a reference permittivity `εref`. -/
def equivalentOxideThickness (εref εox tox : ℝ) : ℝ := εref * (tox / εox)
```

**Q.** So `modeFunction` is just asserted?

**A.** No. `matching_iff` says amplitudes, not both zero, satisfying both conditions exist exactly when $F(k)=0$, for all real parameters. With the slopes from `mode_hasDerivAt`, `hA` and `hB` eliminate one amplitude each, giving $kAF=0$ and $kBF=0$; at $k=0$, $F$ vanishes anyway. Conversely $(A,B)=(\sin b,\sin a)$ or $(\varepsilon_{si}\cos b,-\varepsilon_{ox}\cos a)$ works, and $(1,0)$ if both pairs vanish.

```lean
/-- The slopes in `x` of the oxide and silicon profiles. -/
theorem mode_hasDerivAt (tox tsi k A B x : ℝ) :
    HasDerivAt (oxideMode tox k A) (A * k * cos (k * (x + tox))) x ∧
      HasDerivAt (siliconMode tsi k B) (-(B * k * cos (k * (tsi - x)))) x := by
  have h1 : HasDerivAt (fun y : ℝ => k * (y + tox)) k x :=
    (((hasDerivAt_id' x).add_const tox).const_mul k).congr_deriv (by ring)
  have h2 : HasDerivAt (fun y : ℝ => k * (tsi - y)) (-k) x :=
    (((hasDerivAt_id' x).const_sub tsi).const_mul k).congr_deriv (by ring)
  constructor
  · exact (h1.sin.const_mul A).congr_deriv (by ring)
  · exact (h2.sin.const_mul B).congr_deriv (by ring)

/-- Amplitudes `A`, `B`, not both zero, that make the potential and the displacement
`ε dφ/dx` continuous at the interface `x = 0` exist exactly when `F(k) = 0`. -/
theorem matching_iff (εox εsi tox tsi k : ℝ) :
    (∃ A B : ℝ, (A ≠ 0 ∨ B ≠ 0) ∧ oxideMode tox k A 0 = siliconMode tsi k B 0 ∧
      εox * deriv (oxideMode tox k A) 0 = εsi * deriv (siliconMode tsi k B) 0) ↔
    modeFunction εox εsi tox tsi k = 0 := by
  have hox : ∀ A, deriv (oxideMode tox k A) 0 = A * k * cos (k * tox) := fun A => by
    rw [(mode_hasDerivAt tox tsi k A 0 0).1.deriv, zero_add]
  have hsi : ∀ B, deriv (siliconMode tsi k B) 0 = -(B * k * cos (k * tsi)) := fun B => by
    rw [(mode_hasDerivAt tox tsi k 0 B 0).2.deriv, sub_zero]
  simp only [hox, hsi]
  simp only [oxideMode, siliconMode, modeFunction, zero_add, sub_zero]
  constructor
  · rintro ⟨A, B, hAB, e1, e2⟩
    by_cases hk : k = 0
    · simp [hk]
    -- eliminate one amplitude at a time: k * F is the determinant of the matching conditions
    have hA : k * A * (εsi * sin (k * tox) * cos (k * tsi)
        + εox * cos (k * tox) * sin (k * tsi)) = 0 := by
      linear_combination (k * εsi * cos (k * tsi)) * e1 + sin (k * tsi) * e2
    have hB : k * B * (εsi * sin (k * tox) * cos (k * tsi)
        + εox * cos (k * tox) * sin (k * tsi)) = 0 := by
      linear_combination sin (k * tox) * e2 - (k * εox * cos (k * tox)) * e1
    rcases hAB with h | h
    · exact (mul_eq_zero.mp hA).resolve_left (mul_ne_zero hk h)
    · exact (mul_eq_zero.mp hB).resolve_left (mul_ne_zero hk h)
  · intro hF
    by_cases h1 : sin (k * tsi) ≠ 0 ∨ sin (k * tox) ≠ 0
    · exact ⟨sin (k * tsi), sin (k * tox), h1, by ring, by linear_combination k * hF⟩
    by_cases h3 : εsi * cos (k * tsi) ≠ 0 ∨ -(εox * cos (k * tox)) ≠ 0
    · exact ⟨εsi * cos (k * tsi), -(εox * cos (k * tox)), h3,
        by linear_combination hF, by ring⟩
    have sa0 : sin (k * tox) = 0 := not_not.mp (not_or.mp h1).2
    have h4 : -(εox * cos (k * tox)) = 0 := not_not.mp (not_or.mp h3).2
    exact ⟨1, 0, Or.inl one_ne_zero, by linear_combination sa0,
      by linear_combination (-k) * h4⟩
```

**Q.** I use $\varepsilon_{si}\tan a+\varepsilon_{ox}\tan b=0$.

**A.** Dividing by $\cos a\cos b$ can lose the root. For $t_{ox}=t_{si}=t$, $F=(\varepsilon_{si}+\varepsilon_{ox})\sin kt\cos kt$ first vanishes at $kt=\pi/2$, so $\lambda=2t$; the tangent form first vanishes at $kt=\pi$ and gives $t$.

**Q.** Now the bracket.

**A.** Take all four parameters positive, $M=\max(t_{ox},t_{si})$, $m=\min(t_{ox},t_{si})$. If $k>0$, $kM\le\pi/2$ and $km<\pi/2$, both sines are positive, both cosines nonnegative, and the thinner layer's cosine positive, so $F>0$ (`modeFunction_pos`). Hence every positive root has $kM\ge\pi/2$ (`root_lower`).

```lean
variable {εox εsi tox tsi : ℝ}

/-- The mode function is positive at `k > 0` when the phase across the thicker layer is at
most `π/2` and the phase across the thinner layer is below `π/2`. -/
theorem modeFunction_pos (hεox : 0 < εox) (hεsi : 0 < εsi) (htox : 0 < tox) (htsi : 0 < tsi)
    {k : ℝ} (hk : 0 < k) (hmax : k * max tox tsi ≤ π / 2) (hmin : k * min tox tsi < π / 2) :
    0 < modeFunction εox εsi tox tsi k := by
  have hπ := pi_pos
  have ha : k * tox ≤ π / 2 :=
    le_trans (mul_le_mul_of_nonneg_left (le_max_left _ _) hk.le) hmax
  have hb : k * tsi ≤ π / 2 :=
    le_trans (mul_le_mul_of_nonneg_left (le_max_right _ _) hk.le) hmax
  have ha0 : 0 < k * tox := mul_pos hk htox
  have hb0 : 0 < k * tsi := mul_pos hk htsi
  have sa : 0 < sin (k * tox) := sin_pos_of_pos_of_lt_pi ha0 (by linarith)
  have sb : 0 < sin (k * tsi) := sin_pos_of_pos_of_lt_pi hb0 (by linarith)
  have ca : 0 ≤ cos (k * tox) := cos_nonneg_of_mem_Icc ⟨by linarith, ha⟩
  have cb : 0 ≤ cos (k * tsi) := cos_nonneg_of_mem_Icc ⟨by linarith, hb⟩
  unfold modeFunction
  -- both terms are nonnegative; the cosine of the thinner layer is strictly positive
  rcases le_total tox tsi with h | h
  · rw [min_eq_left h] at hmin
    have ca' : 0 < cos (k * tox) := cos_pos_of_mem_Ioo ⟨by linarith, hmin⟩
    have t1 := mul_nonneg (mul_pos hεsi sa).le cb
    have t2 := mul_pos (mul_pos hεox ca') sb
    linarith
  · rw [min_eq_right h] at hmin
    have cb' : 0 < cos (k * tsi) := cos_pos_of_mem_Ioo ⟨by linarith, hmin⟩
    have t1 := mul_pos (mul_pos hεsi sa) cb'
    have t2 := mul_nonneg (mul_nonneg hεox.le ca) sb.le
    linarith

/-- At every positive root the phase across the thicker layer is at least `π/2`. -/
theorem root_lower (hεox : 0 < εox) (hεsi : 0 < εsi) (htox : 0 < tox) (htsi : 0 < tsi)
    {k : ℝ} (hk : k ∈ positiveRoots εox εsi tox tsi) : π / 2 ≤ k * max tox tsi := by
  by_contra h
  have h' := not_le.mp h
  have hk0 : 0 < k := hk.1
  have hF : modeFunction εox εsi tox tsi k = 0 := hk.2
  have hmm : k * min tox tsi ≤ k * max tox tsi :=
    mul_le_mul_of_nonneg_left ((min_le_left _ _).trans (le_max_left _ _)) hk0.le
  have := modeFunction_pos hεox hεsi htox htsi hk0 h'.le (by linarith)
  linarith
```

For existence let $t_{si}\le t_{ox}$. At $k_0t_{ox}=\pi/4$, $F>0$. If $t_{ox}<2t_{si}$, choose $Kt_{si}=\pi/2$: then $\pi/2\le Kt_{ox}<\pi$ and $F(K)=\varepsilon_{ox}\cos Kt_{ox}\le0$. Otherwise choose $Kt_{ox}=\pi$: then $Kt_{si}\le\pi/2$ and $F(K)=-\varepsilon_{ox}\sin Kt_{si}<0$, so the root lies strictly below $K$. The step `key` is the intermediate value theorem on $[k_0,K]$. $F$ is unchanged when the layers are exchanged with their permittivities, so `exists_root` gives a root with $kM<\pi$, $km\le\pi/2$ in either order.

```lean
/-- If the oxide is at least as thick as the silicon, there is a positive root with
`k tox < π` and `k tsi ≤ π/2`. -/
theorem exists_root_of_le (hεox : 0 < εox) (hεsi : 0 < εsi) (htox : 0 < tox) (htsi : 0 < tsi)
    (h : tsi ≤ tox) :
    ∃ k, 0 < k ∧ modeFunction εox εsi tox tsi k = 0 ∧ k * tox < π ∧ k * tsi ≤ π / 2 := by
  have hπ := pi_pos
  have hc : Continuous fun k => modeFunction εox εsi tox tsi k := by
    unfold modeFunction
    fun_prop
  obtain ⟨k0, hk0, hk0a⟩ : ∃ k0 : ℝ, 0 < k0 ∧ k0 * tox = π / 4 :=
    ⟨π / 4 / tox, by positivity, div_mul_cancel₀ _ htox.ne'⟩
  have hpos : 0 < modeFunction εox εsi tox tsi k0 := by
    refine modeFunction_pos hεox hεsi htox htsi hk0 ?_ ?_
    · rw [max_eq_left h]
      linarith
    · rw [min_eq_right h]
      have := mul_le_mul_of_nonneg_left h hk0.le
      linarith
  -- intermediate values between k0, where F > 0, and any K with F K ≤ 0
  have key : ∀ K, π / 4 ≤ K * tox → modeFunction εox εsi tox tsi K ≤ 0 →
      ∃ k, 0 < k ∧ k ≤ K ∧ modeFunction εox εsi tox tsi k = 0 := by
    intro K hKa hK
    have hle : k0 ≤ K := le_of_mul_le_mul_right (by linarith : k0 * tox ≤ K * tox) htox
    have hmem : (0 : ℝ) ∈ Set.Icc (modeFunction εox εsi tox tsi K)
        (modeFunction εox εsi tox tsi k0) := ⟨hK, hpos.le⟩
    obtain ⟨k, ⟨h1, h2⟩, h3⟩ := intermediate_value_Icc' hle hc.continuousOn hmem
    exact ⟨k, lt_of_lt_of_le hk0 h1, h2, h3⟩
  rcases lt_or_ge tox (2 * tsi) with hlt | hge
  · -- comparable layers: test at K tsi = π/2
    obtain ⟨K, hK0, hK⟩ : ∃ K : ℝ, 0 < K ∧ K * tsi = π / 2 :=
      ⟨π / 2 / tsi, by positivity, div_mul_cancel₀ _ htsi.ne'⟩
    have h1 : K * tsi ≤ K * tox := mul_le_mul_of_nonneg_left h hK0.le
    have h2 : K * tox < K * (2 * tsi) := mul_lt_mul_of_pos_left hlt hK0
    have h3 : K * tox < π := by linarith
    have hcos : cos (K * tox) ≤ 0 :=
      cos_nonpos_of_pi_div_two_le_of_le (by linarith) (by linarith)
    have hFK : modeFunction εox εsi tox tsi K ≤ 0 := by
      unfold modeFunction
      rw [hK, cos_pi_div_two, sin_pi_div_two]
      nlinarith [mul_nonneg hεox.le (neg_nonneg.2 hcos)]
    obtain ⟨k, hk, hkK, hF⟩ := key K (by linarith) hFK
    have h4 := mul_le_mul_of_nonneg_right hkK htox.le
    have h5 := mul_le_mul_of_nonneg_right hkK htsi.le
    exact ⟨k, hk, hF, by linarith, by linarith⟩
  · -- thick oxide: test at K tox = π
    obtain ⟨K, hK0, hK⟩ : ∃ K : ℝ, 0 < K ∧ K * tox = π :=
      ⟨π / tox, by positivity, div_mul_cancel₀ _ htox.ne'⟩
    have h1 : K * (2 * tsi) ≤ K * tox := mul_le_mul_of_nonneg_left hge hK0.le
    have h2 : K * tsi ≤ π / 2 := by linarith
    have hs : 0 < sin (K * tsi) := sin_pos_of_pos_of_lt_pi (mul_pos hK0 htsi) (by linarith)
    have hFK : modeFunction εox εsi tox tsi K < 0 := by
      unfold modeFunction
      rw [hK, sin_pi, cos_pi]
      nlinarith [mul_pos hεox hs]
    obtain ⟨k, hk, hkK, hF⟩ := key K (by linarith) hFK.le
    have hlt : k < K := lt_of_le_of_ne hkK (fun e => by rw [e] at hF; linarith)
    have h4 := mul_lt_mul_of_pos_right hlt htox
    have h5 := mul_le_mul_of_nonneg_right hkK htsi.le
    exact ⟨k, hk, hF, by linarith, by linarith⟩

/-- There is a positive root at which the phase across the thicker layer is below `π` and
the phase across the thinner layer is at most `π/2`. -/
theorem exists_root (hεox : 0 < εox) (hεsi : 0 < εsi) (htox : 0 < tox) (htsi : 0 < tsi) :
    ∃ k, 0 < k ∧ modeFunction εox εsi tox tsi k = 0 ∧
      k * max tox tsi < π ∧ k * min tox tsi ≤ π / 2 := by
  rcases le_total tsi tox with h | h
  · rw [max_eq_left h, min_eq_right h]
    exact exists_root_of_le hεox hεsi htox htsi h
  · -- F is symmetric under exchange of the two layers
    rw [max_eq_right h, min_eq_left h]
    obtain ⟨k, hk, hF, h1, h2⟩ := exists_root_of_le hεsi hεox htsi htox h
    refine ⟨k, hk, ?_, h1, h2⟩
    unfold modeFunction at hF ⊢
    linear_combination hF
```

In code, bisect on $[\pi/(4M),K]$ with $K=\min(\pi/M,\pi/(2m))$. If $t_{ox}=t_{si}$, the root is $K$ itself and rounding can hide the sign change, so return $K$ directly. The root in this interval is unique because $F/(\sin a\sin b)=\varepsilon_{si}\cot b+\varepsilon_{ox}\cot a$ decreases; that argument and the worked examples are mine, not Lean's.

**Q.** `fundamentalWavenumber` is an `sInf`. An infimum need not be a root.

**A.** True, and Lean's `sInf` of an empty set is $0$. But `positiveRoots` equals $\{kM\ge\pi/2\}\cap\{F=0\}$ (`hS`), which is closed, nonempty and bounded below, so the infimum belongs to it. `IsLeast` states both membership and minimality.

```lean
/-- The fundamental wavenumber is the smallest positive root of the mode function. -/
theorem isLeast_fundamentalWavenumber (hεox : 0 < εox) (hεsi : 0 < εsi) (htox : 0 < tox)
    (htsi : 0 < tsi) :
    IsLeast (positiveRoots εox εsi tox tsi) (fundamentalWavenumber εox εsi tox tsi) := by
  have hc : Continuous fun k => modeFunction εox εsi tox tsi k := by
    unfold modeFunction
    fun_prop
  have hM : 0 < max tox tsi := lt_of_lt_of_le htox (le_max_left _ _)
  -- the positive roots stay away from zero, so they form a closed set
  have hS : positiveRoots εox εsi tox tsi =
      {k | π / 2 ≤ k * max tox tsi} ∩ {k | modeFunction εox εsi tox tsi k = 0} := by
    ext k
    constructor
    · intro h
      exact ⟨root_lower hεox hεsi htox htsi h, h.2⟩
    · rintro ⟨h1, h2⟩
      have h1' : π / 2 ≤ k * max tox tsi := h1
      have hk : 0 < k := by
        by_contra hk
        nlinarith [mul_nonneg (neg_nonneg.2 (not_lt.mp hk)) hM.le, pi_pos]
      exact ⟨hk, h2⟩
  have c0 : Continuous fun k : ℝ => k * max tox tsi := by fun_prop
  have c1 : IsClosed {k : ℝ | π / 2 ≤ k * max tox tsi} := isClosed_le continuous_const c0
  have c2 : IsClosed {k : ℝ | modeFunction εox εsi tox tsi k = 0} :=
    isClosed_eq hc continuous_const
  have hcl : IsClosed (positiveRoots εox εsi tox tsi) := by
    rw [hS]
    exact c1.inter c2
  obtain ⟨k, hk, hF, -, -⟩ := exists_root hεox hεsi htox htsi
  have hmem : k ∈ positiveRoots εox εsi tox tsi := ⟨hk, hF⟩
  have hbd : BddBelow (positiveRoots εox εsi tox tsi) := by
    refine ⟨0, ?_⟩
    intro x hx
    exact le_of_lt hx.1
  refine ⟨hcl.csInf_mem ⟨k, hmem⟩ hbd, ?_⟩
  intro x hx
  exact csInf_le hbd hx
```

Since $k_1$ lies at or below the root found, $k_1M<\pi$ and $k_1m\le\pi/2$; being a root, $k_1M\ge\pi/2$. Dividing,
$$M<\lambda\le 2M,\qquad 2m\le\lambda,$$
whatever the positive permittivities.

```lean
/-- For positive permittivities and thicknesses `k₁` is the smallest positive root of `F`, and
the scale length `π / k₁` exceeds the larger thickness, is at least twice the smaller
thickness, and is at most twice the larger thickness. -/
theorem scaleLength_bounds (hεox : 0 < εox) (hεsi : 0 < εsi) (htox : 0 < tox)
    (htsi : 0 < tsi) :
    IsLeast (positiveRoots εox εsi tox tsi) (fundamentalWavenumber εox εsi tox tsi) ∧
      max tox tsi < scaleLength εox εsi tox tsi ∧
      2 * min tox tsi ≤ scaleLength εox εsi tox tsi ∧
      scaleLength εox εsi tox tsi ≤ 2 * max tox tsi := by
  have hL := isLeast_fundamentalWavenumber hεox hεsi htox htsi
  have hk0 : 0 < fundamentalWavenumber εox εsi tox tsi := hL.1.1
  obtain ⟨k, hk, hF, h1, h2⟩ := exists_root hεox hεsi htox htsi
  have hmem : k ∈ positiveRoots εox εsi tox tsi := ⟨hk, hF⟩
  have hle : fundamentalWavenumber εox εsi tox tsi ≤ k := hL.2 hmem
  have hM : 0 < max tox tsi := lt_of_lt_of_le htox (le_max_left _ _)
  have hm : 0 < min tox tsi := lt_min htox htsi
  have h3 := mul_le_mul_of_nonneg_right hle hM.le
  have h4 := mul_le_mul_of_nonneg_right hle hm.le
  have h5 := root_lower hεox hεsi htox htsi hL.1
  unfold scaleLength
  refine ⟨hL, ?_, ?_, ?_⟩
  · rw [lt_div_iff₀ hk0]
    linarith
  · rw [le_div_iff₀ hk0]
    linarith
  · rw [div_le_iff₀ hk0]
    linarith
```

**Q.** Does it reproduce cases I know?

**A.** $\lambda=2M$ holds exactly when $t_{ox}=t_{si}$: if $k_1M=\pi/2$ with $m<M$, then $F(k_1)>0$, a contradiction; if $m=M$ the bounds pinch. For equal permittivities $\varepsilon$, `hsum` gives $F=\varepsilon\sin k(t_{ox}+t_{si})$, so $\lambda=t_{ox}+t_{si}$.

```lean
/-- The scale length equals twice the larger thickness exactly when the two layers are
equally thick. -/
theorem scaleLength_eq_two_max_iff (hεox : 0 < εox) (hεsi : 0 < εsi) (htox : 0 < tox)
    (htsi : 0 < tsi) : scaleLength εox εsi tox tsi = 2 * max tox tsi ↔ tox = tsi := by
  obtain ⟨hL, -, h2, h3⟩ := scaleLength_bounds hεox hεsi htox htsi
  constructor
  · intro h
    by_contra hne
    have hk0 : 0 < fundamentalWavenumber εox εsi tox tsi := hL.1.1
    have hF : modeFunction εox εsi tox tsi (fundamentalWavenumber εox εsi tox tsi) = 0 :=
      hL.1.2
    unfold scaleLength at h
    rw [div_eq_iff hk0.ne'] at h
    have hmm : min tox tsi < max tox tsi := by
      rcases lt_or_gt_of_ne hne with h' | h'
      · rw [min_eq_left h'.le, max_eq_right h'.le]
        exact h'
      · rw [min_eq_right h'.le, max_eq_left h'.le]
        exact h'
    have h4 := mul_lt_mul_of_pos_left hmm hk0
    -- for unequal layers F is still positive where k * max = π/2
    have := modeFunction_pos hεox hεsi htox htsi hk0 (by linarith) (by linarith)
    linarith
  · intro h
    rw [min_eq_left h.le] at h2
    rw [max_eq_left h.ge] at h3 ⊢
    exact le_antisymm h3 h2

/-- For equal permittivities the scale length is the total thickness `tox + tsi`. -/
theorem scaleLength_equal_permittivity {ε : ℝ} (hε : 0 < ε) (htox : 0 < tox)
    (htsi : 0 < tsi) : scaleLength ε ε tox tsi = tox + tsi := by
  have hs : 0 < tox + tsi := add_pos htox htsi
  have hsum : ∀ k, modeFunction ε ε tox tsi k = ε * sin (k * (tox + tsi)) := by
    intro k
    rw [mul_add k tox tsi, sin_add]
    unfold modeFunction
    ring
  obtain ⟨K, hK0, hK⟩ : ∃ K : ℝ, 0 < K ∧ K * (tox + tsi) = π :=
    ⟨π / (tox + tsi), by positivity, div_mul_cancel₀ _ hs.ne'⟩
  have hFK : modeFunction ε ε tox tsi K = 0 := by rw [hsum, hK, sin_pi, mul_zero]
  have hleast : IsLeast (positiveRoots ε ε tox tsi) K := by
    refine ⟨⟨hK0, hFK⟩, ?_⟩
    intro k hk
    by_contra hlt
    have hk0 : 0 < k := hk.1
    have hF : modeFunction ε ε tox tsi k = 0 := hk.2
    have h1 := mul_lt_mul_of_pos_right (not_le.mp hlt) hs
    have h2 : 0 < sin (k * (tox + tsi)) :=
      sin_pos_of_pos_of_lt_pi (mul_pos hk0 hs) (by linarith)
    have h3 := mul_pos hε h2
    rw [hsum] at hF
    linarith
  have hfund : fundamentalWavenumber ε ε tox tsi = K :=
    (isLeast_fundamentalWavenumber hε hε htox htsi).unique hleast
  unfold scaleLength
  rw [hfund, div_eq_iff hK0.ne']
  linarith
```

**Q.** Is positivity of the permittivities more than caution?

**A.** Yes, the bounds can fail without it. As a purely mathematical test, take $\varepsilon_{ox}=-\varepsilon_{si}$ with $\varepsilon_{si}>0$: then $F=\varepsilon_{si}\sin k(t_{ox}-t_{si})$. With $t_{ox}=3$, $t_{si}=2$, $k_1=\pi$ and $\lambda=1<M$.

**Q.** I was taught that only the equivalent oxide thickness, $\mathrm{EOT}=\varepsilon_{ref}t_{ox}/\varepsilon_{ox}$ for a reference permittivity $\varepsilon_{ref}$, matters.

**A.** It fixes the oxide capacitance per area, not $\lambda$. Take $t_{si}=t$. With $t_{ox}=t$, $\varepsilon_{ox}=\varepsilon_{si}$, $\lambda=2t$. Double both oxide parameters, keeping EOT: $a=2b$ and $F=2\varepsilon_{si}\sin b\,(3\cos^2b-1)$, so $\cos b=1/\sqrt3$, $b\approx0.955$, $\lambda\approx3.29\,t$, inside $(2t,4t]$.

In general set $t_{ox}=r\varepsilon_{ox}$ with $r>0$ fixed. Then $\lambda>r\varepsilon_{ox}\to\infty$, which is the comparison in `scaleLength_tendsto_atTop`, where `e` is $\varepsilon_{ox}$.

```lean
/-- With `tox = r εox` at fixed `r > 0`, and fixed silicon parameters, the scale length tends
to infinity as the oxide permittivity grows. -/
theorem scaleLength_tendsto_atTop {r : ℝ} (hr : 0 < r) (hεsi : 0 < εsi) (htsi : 0 < tsi) :
    Tendsto (fun e => scaleLength e εsi (r * e) tsi) atTop atTop := by
  have h1 : Tendsto (fun e : ℝ => r * e) atTop atTop := Tendsto.const_mul_atTop hr tendsto_id
  refine tendsto_atTop_mono' atTop ?_ h1
  -- the scale length exceeds the physical oxide thickness
  filter_upwards [eventually_gt_atTop (0 : ℝ)] with e he
  exact (le_max_left _ _).trans (scaleLength_bounds he hεsi (mul_pos hr he) htsi).2.1.le
```

**Q.** What precisely does "EOT does not bound it" mean?

**A.** With $\varepsilon_{si},t_{si}>0$ and any real `εref` fixed first, no `g : ℝ → ℝ`, even one tailored to those values, satisfies $\lambda\le g(\mathrm{EOT})$ for all positive $\varepsilon_{ox}$ (`e`) and $t_{ox}$ (`t`). Along $r=1$ the EOT equals `εref`, while $\lambda$ eventually exceeds `g εref`. The statement uses an unbounded range of $\varepsilon_{ox}$; if $t_{ox}$ is capped, $2M$ bounds $\lambda$.

```lean
/-- At fixed silicon parameters, no function of the equivalent oxide thickness alone is an
upper bound of the scale length over all positive `εox` and `tox`. -/
theorem no_bound_from_eot (εref : ℝ) (hεsi : 0 < εsi) (htsi : 0 < tsi) :
    ¬ ∃ g : ℝ → ℝ, ∀ e t : ℝ, 0 < e → 0 < t →
      scaleLength e εsi t tsi ≤ g (equivalentOxideThickness εref e t) := by
  rintro ⟨g, hg⟩
  have htend := scaleLength_tendsto_atTop (r := 1) one_pos hεsi htsi
  obtain ⟨e, h1, he⟩ := ((htend.eventually (eventually_gt_atTop (g εref))).and
    (eventually_gt_atTop (0 : ℝ))).exists
  have h2 := hg e (1 * e) he (by linarith)
  have h3 : equivalentOxideThickness εref e (1 * e) = εref := by
    unfold equivalentOxideThickness
    rw [one_mul, div_self he.ne', mul_one]
  rw [h3] at h2
  exact absurd h2 (not_le.mpr h1)

end

end MOSScaleLength
```

```lean
#print axioms MOSScaleLength.matching_iff
#print axioms MOSScaleLength.scaleLength_eq_two_max_iff
#print axioms MOSScaleLength.scaleLength_equal_permittivity
#print axioms MOSScaleLength.no_bound_from_eot
```

```
'MOSScaleLength.matching_iff' depends on axioms: [propext, Classical.choice, Quot.sound]
'MOSScaleLength.scaleLength_eq_two_max_iff' depends on axioms: [propext, Classical.choice, Quot.sound]
'MOSScaleLength.scaleLength_equal_permittivity' depends on axioms: [propext, Classical.choice, Quot.sound]
'MOSScaleLength.no_bound_from_eot' depends on axioms: [propext, Classical.choice, Quot.sound]
```
